# A population inversion can be hidden by absorption at the same frequency

Three levels with energies 0, 1 and 2 (ħ = 1) hold populations 3/4, 0 and 1/4, so the top level is more populated than the middle one. The declaration states that this is an inversion, that the 3 × 3 coupling matrix with every entry 1 is Hermitian, and that the net absorption is nevertheless non-negative at every positive frequency. Net absorption at `w` is here defined as the sum of (p_m − p_n)|X_mn|² over all ordered pairs of levels with E_n − E_m = `w`. The attempt refutes `NoInversion` by comparing the upper two levels, then expands the double sum and checks each case of the frequency conditions with `linarith`.

An attempt in Lean 4 with a fault in it:

```lean
import Mathlib

open Matrix

namespace HiddenInversion

noncomputable section

variable {ι : Type*}

/-- Populations never increase with energy: a level of higher energy is never more populated
than a level of lower energy. -/
def NoInversion (E p : ι → ℝ) : Prop :=
  ∀ m n, E m < E n → p n ≤ p m

variable [Fintype ι]

/-- Net absorption at frequency `w` (with ħ = 1): the sum of `(p m - p n) |X m n|²` over all
pairs of levels with `E n - E m = w`. -/
def netAbsorption (E p : ι → ℝ) (X : Matrix ι ι ℂ) (w : ℝ) : ℝ :=
  ∑ m, ∑ n, if E n - E m = w then (p m - p n) * ‖X m n‖ ^ 2 else 0

/-- Hidden inversion: three equally spaced levels with populations 3/4, 0, 1/4 are inverted, yet
the Hermitian coupling with all matrix elements equal to one shows no gain at any positive
frequency. -/
theorem hidden_inversion :
    (Matrix.of fun _ _ => 1 : Matrix (Fin 3) (Fin 3) ℂ).IsHermitian ∧
    ¬ NoInversion (![0, 1, 2] : Fin 3 → ℝ) ![3 / 4, 0, 1 / 4] ∧
    ∀ w : ℝ, 0 < w →
      0 ≤ netAbsorption ![0, 1, 2] ![3 / 4, 0, 1 / 4]
        (Matrix.of fun _ _ => 1 : Matrix (Fin 3) (Fin 3) ℂ) w := by
  refine ⟨Matrix.IsHermitian.ext fun i j => by simp, ?_, ?_⟩
  · intro h
    have h12 := h 1 2 (by norm_num)
    norm_num at h12
  · intro w hw
    -- the absorbing line 0 → 1 outweighs the amplifying line 1 → 2 at the same frequency
    norm_num [netAbsorption, Fin.sum_univ_three]
    split_ifs <;> linarith

end

end HiddenInversion
```

The compiler's answer:

```
Main.lean:34:23: error: unsolved goals
h : NoInversion ![0, 1, 2] ![3 / 4, 0, 1 / 4]
⊢ 1 < ![0, 1, 2] 2
Main.lean:33:2: error: unsolved goals
case refine_1
h : NoInversion ![0, 1, 2] ![3 / 4, 0, 1 / 4]
h12 : ![3 / 4, 0, 1 / 4] 2 ≤ 0
⊢ False
Main.lean:39:18: error: linarith failed to find a contradiction
case neg
w : ℝ
hw : 0 < w
h✝⁵ : 1 = w
h✝⁴ : ![0, 1, 2] 2 = w
h✝³ : ¬-1 = w
h✝² : ¬![0, 1, 2] 2 - 1 = w
h✝¹ : ¬-![0, 1, 2] 2 = w
h✝ : ¬1 - ![0, 1, 2] 2 = w
a✝ : 3 / 4 + (3 / 4 - ![3 / 4, 0, 1 / 4] 2) + (0 + 0) + (0 + 0) < 0
⊢ False
failed
Main.lean:39:18: error: linarith failed to find a contradiction
case neg
w : ℝ
hw : 0 < w
h✝⁵ : 1 = w
h✝⁴ : ¬![0, 1, 2] 2 = w
h✝³ : ¬-1 = w
h✝² : ![0, 1, 2] 2 - 1 = w
h✝¹ : ¬-![0, 1, 2] 2 = w
h✝ : ¬1 - ![0, 1, 2] 2 = w
a✝ : 3 / 4 + 0 + (0 + -![3 / 4, 0, 1 / 4] 2) + (0 + 0) < 0
⊢ False
failed
Main.lean:39:18: error: linarith failed to find a contradiction
case neg
w : ℝ
hw : 0 < w
h✝⁵ : 1 = w
h✝⁴ : ¬![0, 1, 2] 2 = w
h✝³ : ¬-1 = w
h✝² : ¬![0, 1, 2] 2 - 1 = w
h✝¹ : -![0, 1, 2] 2 = w
h✝ : ¬1 - ![0, 1, 2] 2 = w
a✝ : 3 / 4 + 0 + (0 + 0) + (![3 / 4, 0, 1 / 4] 2 - 3 / 4 + 0) < 0
⊢ False
failed
Main.lean:39:18: error: linarith failed to find a contradiction
case pos
w : ℝ
hw : 0 < w
h✝⁵ : 1 = w
h✝⁴ : ¬![0, 1, 2] 2 = w
h✝³ : ¬-1 = w
h✝² : ¬![0, 1, 2] 2 - 1 = w
h✝¹ : ¬-![0, 1, 2] 2 = w
h✝ : 1 - ![0, 1, 2] 2 = w
a✝ : 3 / 4 + 0 + (0 + 0) + (0 + ![3 / 4, 0, 1 / 4] 2) < 0
⊢ False
failed
Main.lean:39:18: error: linarith failed to find a contradiction
case neg
w : ℝ
hw : 0 < w
h✝⁵ : ¬1 = w
h✝⁴ : ![0, 1, 2] 2 = w
h✝³ : ¬-1 = w
h✝² : ¬![0, 1, 2] 2 - 1 = w
h✝¹ : ¬-![0, 1, 2] 2 = w
h✝ : ¬1 - ![0, 1, 2] 2 = w
a✝ : 0 + (3 / 4 - ![3 / 4, 0, 1 / 4] 2) + (0 + 0) + (0 + 0) < 0
⊢ False
failed
Main.lean:39:18: error: linarith failed to find a contradiction
case neg
w : ℝ
hw : 0 < w
h✝⁵ : ¬1 = w
h✝⁴ : ¬![0, 1, 2] 2 = w
h✝³ : ¬-1 = w
h✝² : ![0, 1, 2] 2 - 1 = w
h✝¹ : ¬-![0, 1, 2] 2 = w
h✝ : ¬1 - ![0, 1, 2] 2 = w
a✝ : 0 + 0 + (0 + -![3 / 4, 0, 1 / 4] 2) + (0 + 0) < 0
⊢ False
failed
Main.lean:39:18: error: linarith failed to find a contradiction
case neg
w : ℝ
hw : 0 < w
h✝⁵ : ¬1 = w
h✝⁴ : ¬![0, 1, 2] 2 = w
h✝³ : ¬-1 = w
h✝² : ¬![0, 1, 2] 2 - 1 = w
h✝¹ : -![0, 1, 2] 2 = w
h✝ : ¬1 - ![0, 1, 2] 2 = w
a✝ : 0 + 0 + (0 + 0) + (![3 / 4, 0, 1 / 4] 2 - 3 / 4 + 0) < 0
⊢ False
failed
Main.lean:39:18: error: linarith failed to find a contradiction
case pos
w : ℝ
hw : 0 < w
h✝⁵ : ¬1 = w
h✝⁴ : ¬![0, 1, 2] 2 = w
h✝³ : ¬-1 = w
h✝² : ¬![0, 1, 2] 2 - 1 = w
h✝¹ : ¬-![0, 1, 2] 2 = w
h✝ : 1 - ![0, 1, 2] 2 = w
a✝ : 0 + 0 + (0 + 0) + (0 + ![3 / 4, 0, 1 / 4] 2) < 0
⊢ False
failed
```

All the errors have one source: `norm_num` evaluated entries 0 and 1 of the vectors but left entry 2 as it stood. It therefore could not finish `1 < ![0, 1, 2] 2`, nor see that `![3 / 4, 0, 1 / 4] 2 ≤ 0` is false.

In the last part, `linarith` treated the unevaluated entries as unknown numbers. It could neither rule out impossible cases, such as the first, where both 1 and the top energy equal `w`, nor work out the sign of the sum in the others.

The repair supplies the missing values. In the inversion part, `show` and the type given to `h12` restate the inequalities as `1 < 2` and `1 / 4 ≤ 0`, which Lean accepts by computing the entries; `norm_num` can then prove the first and refute the second. In the absorption part, `hE2` and `hp2` establish the top energy and population by `rfl`, and `simp only` puts them into the expanded sum before `norm_num` simplifies it. The cases left by `split_ifs` then contain only known numbers and `w`, and `linarith` closes them.

The repair, with which the file compiles:

```diff
@@ -32,9 +32,12 @@
   refine ⟨Matrix.IsHermitian.ext fun i j => by simp, ?_, ?_⟩
   · intro h
-    have h12 := h 1 2 (by norm_num)
+    have h12 : (1 / 4 : ℝ) ≤ 0 := h 1 2 (show (1 : ℝ) < 2 by norm_num)
     norm_num at h12
   · intro w hw
     -- the absorbing line 0 → 1 outweighs the amplifying line 1 → 2 at the same frequency
-    norm_num [netAbsorption, Fin.sum_univ_three]
+    have hE2 : (![0, 1, 2] : Fin 3 → ℝ) 2 = 2 := rfl
+    have hp2 : (![3 / 4, 0, 1 / 4] : Fin 3 → ℝ) 2 = 1 / 4 := rfl
+    simp only [netAbsorption, Fin.sum_univ_three, hE2, hp2]
+    norm_num
     split_ifs <;> linarith
 
```
